# A normalised DVR eigenvector of energy \(E\) has weight at most \((E-m)/(c-m)\) where the potential is at least \(c\), if the kinetic matrix is positive semidefinite and the potential at least \(m<c\)

Before diagonalising a Hamiltonian in a discrete variable representation (DVR), one often deletes the grid points at which the potential exceeds a cutoff. The matrix shrinks, and the wanted states should hardly change, because a state of low energy has little amplitude where the potential is high. How much of an eigenvector can the deleted points carry, and how far can the deletion raise its mean energy?

## Energy limits the weight in high-potential regions

Let \(\psi_i\) be the real amplitude at grid point \(i\) in an orthonormal DVR basis, so that \(\psi_i^2\) is the probability attached to that point. The Hamiltonian is \(H=T+\mathrm{diag}(V)\). The kinetic matrix \(T\) is real, symmetric and positive semidefinite, which expresses that kinetic energy is never negative. The number \(m\) is a floor for the potential on the grid, \(V_i\ge m\), and \(c>m\) is the cutoff: \(V_i\ge c\) on the set \(S\) of points to be deleted. Write \(w=\sum_{i\in S}\psi_i^2\) for the weight on \(S\).

For a normalised state the mean energy is

\[
\langle H\rangle=\psi\cdot T\psi+\sum_i V_i\psi_i^2 .
\]

Bound the potential by \(c\) on \(S\) and by \(m\) elsewhere:

\[
\sum_i V_i\psi_i^2\ \ge\ c\,w+m(1-w)=m+(c-m)w .
\]

Since \(\psi\cdot T\psi\ge 0\), it follows that \(\langle H\rangle\ge m+(c-m)w\), or

\[
w\le\frac{\langle H\rangle-m}{c-m}.
\]

If \(H\psi=E\psi\), then \(\langle H\rangle=E\), and the bound reads \(w\le(E-m)/(c-m)\). With \(m=0\) and a cutoff at ten times the energy, at most a tenth of the probability is discarded.

In the limiting case \(E=m\) the bound gives \(w=0\): a state at the floor of the potential has no amplitude on \(S\), and pruning leaves it unchanged.

## The energy of what remains

Let \(\chi\) be the part of the eigenvector on \(S\) and \(\varphi=\psi-\chi\) the pruned state. Because \((H-E)\psi=0\), we have \((H-E)\varphi=-(H-E)\chi\), and therefore

\[
\varphi\cdot(H-E)\varphi=-\psi\cdot(H-E)\chi+\chi\cdot(H-E)\chi=\chi\cdot(H-E)\chi .
\]

The term with \(\psi\) vanishes because \(H\) is symmetric. Now let \(\Lambda\) be an upper bound on the spectrum of \(H\), and let \(E<c\). The right-hand side is at most \((\Lambda-E)w\), while \(\varphi\cdot\varphi=1-w\). The weight bound gives \(1-w\ge(c-E)/(c-m)>0\), so \(w/(1-w)\le(E-m)/(c-E)\) and

\[
\frac{\varphi\cdot H\varphi}{\varphi\cdot\varphi}\ \le\ E+(\Lambda-E)\frac{w}{1-w}\ \le\ E+\frac{(\Lambda-E)(E-m)}{c-E}.
\]

Here \(\Lambda\) belongs to the full grid, including the deleted points, so very high potential values there can make this estimate weak.

For vibrational and other single-surface calculations on a finite grid with a diagonal potential and a positive semidefinite kinetic matrix, these inequalities give a guaranteed, though often generous, limit on what a cutoff removes from an eigenvector. The pruned vector is in general not an eigenvector of the smaller matrix that is diagonalised after the deletion. It is a trial vector for that matrix, so its mean energy is an upper bound on the lowest eigenvalue found there. The step from the full grid matrix to the continuum Hamiltonian, with its basis and quadrature errors, needs a separate argument.

## Grid, Hamiltonian and pruning in Lean

The type `n` labels the grid points. It is finite and carries no geometry, so the grid may have any dimension or shape.

```lean
import Mathlib

open Matrix

namespace DVRPruning

noncomputable section

variable {n : Type*} [Fintype n] [DecidableEq n]
```

The Hamiltonian is the sum of a kinetic matrix and a diagonal potential.

```lean
/-- The DVR Hamiltonian: a kinetic matrix plus a potential that is diagonal on the grid. -/
def hamiltonian (T : Matrix n n ℝ) (V : n → ℝ) : Matrix n n ℝ := T + Matrix.diagonal V
```

The name `energy` stands for the quadratic form \(\psi\cdot H\psi\), without division by the norm. It is the mean energy only when \(\psi\cdot\psi=1\).

```lean
/-- The quadratic form `ψ · Hψ`, which is the mean energy when `ψ` is normalised. -/
def energy (H : Matrix n n ℝ) (ψ : n → ℝ) : ℝ := ψ ⬝ᵥ (H *ᵥ ψ)
```

The weight \(w\) is a sum of squared amplitudes, which fixes the convention of an orthonormal basis.

```lean
/-- The total weight of the state `ψ` on the set `S` of grid points. -/
def weight (S : Finset n) (ψ : n → ℝ) : ℝ := ∑ i ∈ S, ψ i ^ 2
```

The next two definitions are \(\chi\) and \(\varphi\). The pruned state keeps its place on the full grid, with zeros on `S`, and is not renormalised.

```lean
/-- The part of `ψ` that lives on the grid points in `S`. -/
def discarded (S : Finset n) (ψ : n → ℝ) : n → ℝ := fun i => if i ∈ S then ψ i else 0

/-- The state left when the grid points in `S` are pruned, without renormalisation. -/
def pruned (S : Finset n) (ψ : n → ℝ) : n → ℝ := ψ - discarded S ψ
```

## From the potential to the weight bound

The first theorem splits the energy into its kinetic and potential parts, for any matrix `T` and any vector.

```lean
/-- The quadratic form `ψ · Hψ` is the kinetic form `ψ · Tψ` plus the sum of `V i * ψ i ^ 2` over
the grid. -/
theorem energy_eq (T : Matrix n n ℝ) (V ψ : n → ℝ) :
    energy (hamiltonian T V) ψ = ψ ⬝ᵥ (T *ᵥ ψ) + ∑ i, V i * ψ i ^ 2 := by
  unfold energy hamiltonian
  rw [Matrix.add_mulVec, dotProduct_add]
  congr 1
  simp only [dotProduct, Matrix.mulVec_diagonal]
  exact Finset.sum_congr rfl fun i _ => by ring
```

The potential estimate is proved point by point. The constant \(m\) is first written as \(m\sum_i\psi_i^2\), using the normalisation `h1`. Both sides are then sums over the grid, and `Finset.sum_le_sum` compares them term by term. The case split on `i ∈ S` selects the bound \(c\) or \(m\), and each case follows from a nonnegative difference multiplied by \(\psi_i^2\).

```lean
/-- If `V ≥ m` on the grid and `V ≥ c` on `S`, the potential energy of a normalised state
is at least `m` plus `c - m` times its weight on `S`. -/
theorem potential_ge {V ψ : n → ℝ} {S : Finset n} {m c : ℝ} (hm : ∀ i, m ≤ V i)
    (hc : ∀ i ∈ S, c ≤ V i) (h1 : ψ ⬝ᵥ ψ = 1) :
    m + (c - m) * weight S ψ ≤ ∑ i, V i * ψ i ^ 2 := by
  have hw : weight S ψ = ∑ i, if i ∈ S then ψ i ^ 2 else 0 := by
    simp [weight, Finset.sum_ite_mem]
  have hn : m = m * ∑ i, ψ i * ψ i := by
    change m = m * (ψ ⬝ᵥ ψ)
    rw [h1, mul_one]
  calc m + (c - m) * weight S ψ
      = ∑ i, (m * (ψ i * ψ i) + (c - m) * if i ∈ S then ψ i ^ 2 else 0) := by
        rw [Finset.sum_add_distrib, ← Finset.mul_sum, ← Finset.mul_sum, ← hn, hw]
    _ ≤ ∑ i, V i * ψ i ^ 2 := by
        refine Finset.sum_le_sum fun i _ => ?_
        by_cases h : i ∈ S
        · rw [if_pos h]
          nlinarith [mul_nonneg (sub_nonneg.2 (hc i h)) (sq_nonneg (ψ i))]
        · rw [if_neg h]
          nlinarith [mul_nonneg (sub_nonneg.2 (hm i)) (sq_nonneg (ψ i))]
```

The hypothesis `T.PosSemidef` contains both the symmetry of \(T\) and \(\psi\cdot T\psi\ge0\). The second property is `hk` in the proof below. After multiplication by \(c-m>0\), the claim is a linear consequence of `hk` and the potential estimate.

```lean
/-- For positive semidefinite `T`, `V ≥ m` on the grid and `V ≥ c > m` on `S`, a normalised
state has weight at most `(⟨H⟩ - m) / (c - m)` on `S`. -/
theorem weight_le_of_state {T : Matrix n n ℝ} {V ψ : n → ℝ} {S : Finset n} {m c : ℝ}
    (hT : T.PosSemidef) (hm : ∀ i, m ≤ V i) (hc : ∀ i ∈ S, c ≤ V i) (hmc : m < c)
    (h1 : ψ ⬝ᵥ ψ = 1) :
    weight S ψ ≤ (energy (hamiltonian T V) ψ - m) / (c - m) := by
  have hk := hT.dotProduct_mulVec_nonneg ψ
  rw [star_trivial] at hk
  rw [le_div_iff₀ (sub_pos.2 hmc), energy_eq]
  linarith [potential_ge hm hc h1]
```

For an eigenvector, the mean energy is replaced by the eigenvalue.

```lean
omit [DecidableEq n] in
/-- The mean energy of a normalised eigenvector is its eigenvalue. -/
theorem energy_eigenvector {H : Matrix n n ℝ} {ψ : n → ℝ} {E : ℝ}
    (hψ : H *ᵥ ψ = E • ψ) (h1 : ψ ⬝ᵥ ψ = 1) : energy H ψ = E := by
  rw [energy, hψ, dotProduct_smul, h1, smul_eq_mul, mul_one]
```

The bound for eigenvectors is then a substitution. The eigenvalue equation `hψ` refers to the full grid, so \(E\) is the energy before pruning. Any eigenvector may be used, not only the ground state.

```lean
/-- For positive semidefinite `T`, `V ≥ m` on the grid and `V ≥ c > m` on `S`, a normalised
eigenvector of energy `E` has weight at most `(E - m) / (c - m)` on `S`. -/
theorem weight_le_of_eigenvector {T : Matrix n n ℝ} {V ψ : n → ℝ} {S : Finset n}
    {m c E : ℝ} (hT : T.PosSemidef) (hm : ∀ i, m ≤ V i) (hc : ∀ i ∈ S, c ≤ V i)
    (hmc : m < c) (hψ : hamiltonian T V *ᵥ ψ = E • ψ) (h1 : ψ ⬝ᵥ ψ = 1) :
    weight S ψ ≤ (E - m) / (c - m) := by
  simpa only [energy_eigenvector hψ h1] using weight_le_of_state hT hm hc hmc h1
```

## From the removed part to the pruned energy

The identity for the removed part holds for every vector `χ`, whether or not it is supported on a chosen set of points. The auxiliary equation `hs` moves \(H\) from \(\chi\) to \(\psi\) by symmetry, giving \(\psi\cdot H\chi=E\,\psi\cdot\chi\). Expanding both quadratic forms then makes the cross terms cancel.

```lean
omit [DecidableEq n] in
/-- If any part `χ` is removed from an eigenvector of a symmetric `H`, the form of `H - E`
takes the same value on what remains as on what was removed. -/
theorem removal_identity {H : Matrix n n ℝ} {ψ : n → ℝ} {E : ℝ} (hH : Hᵀ = H)
    (hψ : H *ᵥ ψ = E • ψ) (χ : n → ℝ) :
    energy H (ψ - χ) - E * ((ψ - χ) ⬝ᵥ (ψ - χ)) = energy H χ - E * (χ ⬝ᵥ χ) := by
  have hs : ψ ⬝ᵥ (H *ᵥ χ) = E * (ψ ⬝ᵥ χ) := by
    rw [Matrix.dotProduct_mulVec, ← Matrix.mulVec_transpose, hH, hψ, smul_dotProduct,
      smul_eq_mul]
  simp only [energy, Matrix.mulVec_sub, sub_dotProduct, dotProduct_sub, hψ,
    dotProduct_smul, smul_eq_mul, hs]
  rw [dotProduct_comm χ ψ]
  ring
```

In the next theorem, `hΛ` requires \(x\cdot Hx\le\Lambda\,x\cdot x\) for every vector \(x\), so \(\Lambda\) is at least the highest eigenvalue. The condition \(m<c\) is no longer assumed, since it follows from \(m\le E<c\). The conclusion has two parts: the pruned state is nonzero, and its normalised mean energy obeys the bound.

The proof first derives the symmetry of \(H\) and the norms \(\chi\cdot\chi=w\) and \(\varphi\cdot\varphi=1-w\). Applying `hΛ` to \(\psi\) gives \(E\le\Lambda\), and the potential estimate with an empty set gives \(m\le E\). If \(w\) were at least 1, the weight bound would force \(E\ge c\); this contradiction is `hpos`. The inequality `key` is the estimate of \(w/(1-w)\), multiplied by \(\Lambda-E\) and cleared of the denominator \(1-w\). The removal identity supplies the rest.

```lean
/-- Let `T` be positive semidefinite, `V ≥ m` on the grid, `V ≥ c` on `S`, and `H ≤ Λ`.
Pruning `S` from a normalised eigenvector of energy `E < c` leaves a nonzero state whose
mean energy is at most `E + (Λ - E)(E - m)/(c - E)`. -/
theorem pruned_energy_le {T : Matrix n n ℝ} {V ψ : n → ℝ} {S : Finset n}
    {m c E Λ : ℝ} (hT : T.PosSemidef) (hm : ∀ i, m ≤ V i) (hc : ∀ i ∈ S, c ≤ V i)
    (hEc : E < c) (hΛ : ∀ x, energy (hamiltonian T V) x ≤ Λ * (x ⬝ᵥ x))
    (hψ : hamiltonian T V *ᵥ ψ = E • ψ) (h1 : ψ ⬝ᵥ ψ = 1) :
    0 < pruned S ψ ⬝ᵥ pruned S ψ ∧
      energy (hamiltonian T V) (pruned S ψ) / (pruned S ψ ⬝ᵥ pruned S ψ)
        ≤ E + (Λ - E) * (E - m) / (c - E) := by
  have hH : (hamiltonian T V)ᵀ = hamiltonian T V := by
    unfold hamiltonian
    rw [Matrix.transpose_add, Matrix.diagonal_transpose,
      ← Matrix.conjTranspose_eq_transpose_of_trivial, hT.isHermitian.eq]
  have hd : discarded S ψ ⬝ᵥ discarded S ψ = weight S ψ := by
    simp [discarded, dotProduct, weight, Finset.sum_ite_mem, sq]
  have hx : ψ ⬝ᵥ discarded S ψ = weight S ψ := by
    simp [discarded, dotProduct, weight, Finset.sum_ite_mem, sq]
  have hp : pruned S ψ ⬝ᵥ pruned S ψ = 1 - weight S ψ := by
    simp only [pruned, sub_dotProduct, dotProduct_sub]
    rw [dotProduct_comm (discarded S ψ) ψ, hd, hx, h1]
    ring
  have hE := energy_eigenvector hψ h1
  have hΛE : 0 ≤ Λ - E := by
    have h := hΛ ψ
    rw [hE, h1] at h
    linarith
  have hk := hT.dotProduct_mulVec_nonneg ψ
  rw [star_trivial] at hk
  rw [energy_eq] at hE
  have hmE : m ≤ E := by
    have h := potential_ge (S := ∅) (c := c) hm (by simp) h1
    simp only [weight, Finset.sum_empty, mul_zero, add_zero] at h
    linarith
  have hw : (c - m) * weight S ψ ≤ E - m := by linarith [potential_ge hm hc h1]
  have hpos : 0 < 1 - weight S ψ := by
    by_contra h
    nlinarith [mul_nonneg (show 0 ≤ c - m by linarith)
      (show 0 ≤ weight S ψ - 1 by linarith)]
  -- the energy error is carried entirely by the discarded part
  have hr := removal_identity hH hψ (discarded S ψ)
  have hb := hΛ (discarded S ψ)
  change energy _ (pruned S ψ) - E * (pruned S ψ ⬝ᵥ pruned S ψ) = _ at hr
  rw [hp, hd] at hr
  rw [hd] at hb
  have key : (Λ - E) * weight S ψ
      ≤ (Λ - E) * (E - m) / (c - E) * (1 - weight S ψ) := by
    rw [div_mul_eq_mul_div, le_div_iff₀ (sub_pos.2 hEc)]
    nlinarith [mul_le_mul_of_nonneg_left hw hΛE]
  rw [hp]
  refine ⟨hpos, ?_⟩
  rw [div_le_iff₀ hpos, add_mul]
  linarith
```

## Two grid points: equality and an explicit eigenvector

Two points suffice to show that the weight bound in terms of the mean energy, \(w\le(\langle H\rangle-m)/(c-m)\), can't be improved in general. Take a normalised state with amplitudes \(\psi_0=a\) and \(\psi_1=b\), and a kinetic matrix that annihilates it. This matrix is a model chosen for the purpose, not one derived from a particular DVR basis.

```lean
/-- A two-point kinetic matrix that annihilates the state with amplitudes `(a, b)`. -/
def twoPoint (a b : ℝ) : Matrix (Fin 2) (Fin 2) ℝ := !![b ^ 2, -(a * b); -(a * b), a ^ 2]
```

Its quadratic form is the perfect square \((bx_0-ax_1)^2\), which proves that it is positive semidefinite.

```lean
/-- The two-point kinetic matrix is positive semidefinite. -/
theorem twoPoint_posSemidef (a b : ℝ) : (twoPoint a b).PosSemidef := by
  refine Matrix.posSemidef_iff_dotProduct_mulVec.2 ⟨?_, fun x => ?_⟩
  · ext i j
    fin_cases i <;> fin_cases j <;> simp [twoPoint]
  · have h : star x ⬝ᵥ (twoPoint a b *ᵥ x) = (b * x 0 - a * x 1) ^ 2 := by
      rw [star_trivial]
      simp only [twoPoint, Matrix.mulVec, dotProduct, Fin.sum_univ_two, Matrix.of_apply,
        Matrix.cons_val_zero, Matrix.cons_val_one, Matrix.cons_val', Matrix.cons_val_fin_one]
      ring
    rw [h]
    positivity
```

With potential values \(m\) and \(c\), the kinetic energy of the state is zero and its mean energy is \(ma^2+cb^2\). Subtracting \(m=m(a^2+b^2)\) leaves \((c-m)b^2\), and \(b^2\) is the weight on the point with index 1. The bound therefore holds with equality. When \(a\) and \(b\) are both nonzero, this state is not an eigenvector, so the equality concerns mean energies.

```lean
/-- On two points with potential values `m < c`, the normalised state `(a, b)` attains the
bound for mean energies when the kinetic matrix is `twoPoint a b`. -/
theorem weight_bound_sharp {a b m c : ℝ} (hab : a ^ 2 + b ^ 2 = 1) (hmc : m < c) :
    weight {1} ![a, b]
      = (energy (hamiltonian (twoPoint a b) ![m, c]) ![a, b] - m) / (c - m) := by
  have hE : energy (hamiltonian (twoPoint a b) ![m, c]) ![a, b]
      = m * a ^ 2 + c * b ^ 2 := by
    rw [energy_eq]
    simp only [twoPoint, Matrix.mulVec, dotProduct, Fin.sum_univ_two, Matrix.of_apply,
      Matrix.cons_val_zero, Matrix.cons_val_one, Matrix.cons_val', Matrix.cons_val_fin_one]
    ring
  have hw : weight {1} ![a, b] = b ^ 2 := by simp [weight]
  rw [hE, hw, eq_div_iff (sub_pos.2 hmc).ne']
  linear_combination -m * hab
```

The last theorem gives an actual eigenvector. The matrix `twoPoint 2 2` has diagonal entries 4 and off-diagonal entries −4, and the potential is \((0,7/3)\). For \(\psi=(4/5,3/5)\), the kinetic part of \(H\psi\) is \((4/5,-4/5)\) and the potential part is \((0,7/5)\). Their sum is \(\psi\) itself, so \(E=1\).

```lean
/-- With kinetic matrix `twoPoint 2 2` and potential `(0, 7/3)`, the normalised state
`(4/5, 3/5)` is an eigenvector of energy `1`. -/
theorem eigenvector_witness :
    hamiltonian (twoPoint 2 2) ![0, 7 / 3] *ᵥ ![4 / 5, 3 / 5]
        = (1 : ℝ) • ![4 / 5, 3 / 5] ∧
      (![4 / 5, 3 / 5] : Fin 2 → ℝ) ⬝ᵥ ![4 / 5, 3 / 5] = 1 := by
  constructor
  · ext i
    rw [hamiltonian, Matrix.add_mulVec, Pi.add_apply, Matrix.mulVec_diagonal]
    fin_cases i <;> norm_num [twoPoint, Matrix.mulVec, dotProduct, Fin.sum_univ_two]
  · norm_num [dotProduct, Fin.sum_univ_two]

end

end DVRPruning
```

With \(m=0\), \(c=7/3\) and \(S\) the point with index 1, the weight on \(S\) is \(9/25=0.36\), below the bound \(3/7\approx0.43\). Pruning leaves \((4/5,0)\), whose normalised mean energy is 4. The highest eigenvalue of this \(H\) is \(28/3\), and with \(\Lambda\) equal to it the energy bound is \(7.25\). The cutoff here is only 7/3 times the energy, and the pruned state is a poor approximation: its mean energy is four times that of the eigenvector.

```lean
#print axioms DVRPruning.weight_le_of_eigenvector
#print axioms DVRPruning.pruned_energy_le
#print axioms DVRPruning.twoPoint_posSemidef
#print axioms DVRPruning.weight_bound_sharp
```

```
'DVRPruning.weight_le_of_eigenvector' depends on axioms: [propext, Classical.choice, Quot.sound]
'DVRPruning.pruned_energy_le' depends on axioms: [propext, Classical.choice, Quot.sound]
'DVRPruning.twoPoint_posSemidef' depends on axioms: [propext, Classical.choice, Quot.sound]
'DVRPruning.weight_bound_sharp' depends on axioms: [propext, Classical.choice, Quot.sound]
```
